# For a finite rotation group, the reduction formula divided by 2J+1 tends to s(1)*/|G|

A level of integer angular momentum $J$ can split in surroundings whose symmetry is a finite group of rotations, and the reduction formula counts how often each symmetry type occurs. Keeping only the identity term of that formula is a guess until the other terms are bounded. For the group $D_3$ and $J=2$ the guess gives $5/6$ of a copy of $A_2$, while the true number is zero. The estimate below shows that the error stays bounded as $J$ grows, so the error per state of the level tends to zero.

Let $G$ be a finite group of $|G|$ rotations, with angle $\theta(g)$ equal to zero for the identity and in $(0,\pi]$ for every other element. For complex weights $s(g)$, write

$$\chi_J(\theta)=\sum_{m=-J}^{J}\cos(m\theta),\qquad n(J)=\frac1{|G|}\sum_{g\in G}s(g)^*\chi_J(\theta(g)).$$

The claim is $n(J)/(2J+1)\to s(1)^*/|G|$. For real weights the conjugation does nothing. When $s$ is the character of an irreducible representation, $n(J)$ is the number of its copies in the level. For a single integer-$J$ level under proper rotations, the limit then gives the approximate sizes of the symmetry blocks in a crystal-field calculation at large $J$; it says nothing about energies.

## Integer J: a character with 2J+1 terms

Integer $J$ covers orbital and rotational angular momentum, and also the total angular momentum of an even number of electrons. In `levelCharacter` the index `k` runs from $0$ to $2J$, with $m=k-J$.

In Lean 4 with Mathlib:

```lean
import Mathlib

open Filter Topology ComplexConjugate

namespace PointGroupLevelSplitting

noncomputable section

/-- The character of the level with integer angular momentum `J` at rotation angle `θ`:
the sum of `cos (m θ)` over `m = -J, ..., J`, written with `m = k - J`. -/
def levelCharacter (J : ℕ) (θ : ℝ) : ℝ :=
  ∑ k ∈ Finset.range (2 * J + 1), Real.cos (((k : ℝ) - J) * θ)
```

The subtraction in `(k : ℝ) - J` takes place in the real numbers, so negative $m$ are kept. Natural-number subtraction would turn every negative $m$ into $0$. The value at $\theta=0$ would still be $2J+1$, so that check would miss the error, but at other angles the sum would grow with $J$.

The conditions on the angles, the reduction formula $n(J)$ and the constant

$$B=\sum_{g\ne1}\frac{|s(g)|}{\sin(\theta(g)/2)}$$

are `IsRotationAngle`, `reduction` and `rotationBound`.

```lean
/-- Rotation angles of a group: zero for the identity, in `(0, π]` for all other elements. -/
structure IsRotationAngle {G : Type*} [Group G] (θ : G → ℝ) : Prop where
  one : θ 1 = 0
  pos : ∀ g, g ≠ 1 → 0 < θ g
  le_pi : ∀ g, g ≠ 1 → θ g ≤ Real.pi

/-- The reduction formula: the group average of the conjugate weight `s g` times the
character of the level `J`. -/
def reduction {G : Type*} [Fintype G] (θ : G → ℝ) (s : G → ℂ) (J : ℕ) : ℂ :=
  (∑ g, conj (s g) * (levelCharacter J (θ g) : ℂ)) / (Fintype.card G : ℂ)

/-- The sum of `‖s g‖ / sin (θ g / 2)` over the non-identity elements, for angles
with `sin (θ g / 2) ≠ 0` there. -/
def rotationBound {G : Type*} [Group G] [Fintype G] [DecidableEq G]
    (θ : G → ℝ) (s : G → ℂ) : ℝ :=
  ∑ g ∈ Finset.univ.erase (1 : G), ‖s g‖ / Real.sin (θ g / 2)
```

By hand, the unit steps in $m$ make the sum telescope:

$$2\sin\tfrac\theta2\cos(m\theta)=\sin\big((m+\tfrac12)\theta\big)-\sin\big((m-\tfrac12)\theta\big).$$

Summing from $-J$ to $J$ leaves $2\sin((J+\tfrac12)\theta)$ on the right, hence

$$\sin\tfrac\theta2\,\chi_J(\theta)=\sin\big((J+\tfrac12)\theta\big).$$

In the proof, `step` is the first identity and `Finset.sum_range_sub` does the telescoping. No condition on $\theta$ is needed, because nothing is divided.

```lean
/-- Closed form of the level character, multiplied by `sin (θ / 2)`. -/
theorem sin_half_mul_levelCharacter (J : ℕ) (θ : ℝ) :
    Real.sin (θ / 2) * levelCharacter J θ = Real.sin (((J : ℝ) + 1 / 2) * θ) := by
  -- each term times `2 sin (θ / 2)` is a difference of sines at neighbouring
  -- half-integer multiples of `θ`
  have step : ∀ k : ℕ, 2 * Real.sin (θ / 2) * Real.cos (((k : ℝ) - J) * θ) =
      Real.sin ((((k + 1 : ℕ) : ℝ) - J - 1 / 2) * θ)
        - Real.sin (((k : ℝ) - J - 1 / 2) * θ) := by
    intro k
    have h1 : (((k + 1 : ℕ) : ℝ) - J - 1 / 2) * θ = ((k : ℝ) - J) * θ + θ / 2 := by
      push_cast; ring
    have h2 : ((k : ℝ) - J - 1 / 2) * θ = ((k : ℝ) - J) * θ - θ / 2 := by ring
    rw [h1, h2, Real.sin_add, Real.sin_sub]
    ring
  have tele := Finset.sum_range_sub
    (fun k : ℕ => Real.sin (((k : ℝ) - J - 1 / 2) * θ)) (2 * J + 1)
  have e1 : (((2 * J + 1 : ℕ) : ℝ) - J - 1 / 2) * θ = ((J : ℝ) + 1 / 2) * θ := by
    push_cast; ring
  have e2 : (((0 : ℕ) : ℝ) - J - 1 / 2) * θ = -(((J : ℝ) + 1 / 2) * θ) := by
    push_cast; ring
  have hs : 2 * Real.sin (θ / 2) * levelCharacter J θ =
      Real.sin (((J : ℝ) + 1 / 2) * θ) - Real.sin (-(((J : ℝ) + 1 / 2) * θ)) := by
    unfold levelCharacter
    rw [Finset.mul_sum, Finset.sum_congr rfl (fun k _ => step k)]
    refine tele.trans ?_
    simp only [e1, e2]
  rw [Real.sin_neg] at hs
  linarith
```

Half-integer $J$ would telescope too, but it calls for a double group, whose rotation by $2\pi$ has character $-(2J+1)$ and violates the angle conditions.

## The identity has angle zero

The identity leaves all $2J+1$ states unchanged, so by hand each cosine is $1$ and $\chi_J(0)=2J+1$. The field `one` lets the main estimate use this value for the identity term. If the identity were instead given an angle in $(0,\pi]$, every term would stay bounded and the limit would be zero.

```lean
/-- At zero angle the level character is the degeneracy `2J + 1`. -/
theorem levelCharacter_zero (J : ℕ) : levelCharacter J 0 = 2 * J + 1 := by
  simp [levelCharacter]
```

## Every other angle lies in (0, π]

The upper limit is a convention: every rotation can be described by an angle in $[0,\pi]$, with the axis reversed if necessary. Within that range, positivity says that no other element acts as the identity in space. Together the two conditions give $0<\theta/2\le\pi/2$, so $\sin(\theta/2)>0$, and the closed form yields

$$|\chi_J(\theta)|\le\frac1{\sin(\theta/2)}$$

for every $J$. The proof obtains the positive sine first, then multiplies through and uses $|\sin|\le1$.

```lean
/-- For a rotation by an angle in `(0, π]` the level character is bounded uniformly in `J`. -/
theorem abs_levelCharacter_le (J : ℕ) {θ : ℝ} (h0 : 0 < θ) (h1 : θ ≤ Real.pi) :
    |levelCharacter J θ| ≤ 1 / Real.sin (θ / 2) := by
  have hs : 0 < Real.sin (θ / 2) :=
    Real.sin_pos_of_pos_of_lt_pi (by linarith) (by linarith)
  rw [le_div_iff₀ hs]
  calc |levelCharacter J θ| * Real.sin (θ / 2)
      = |Real.sin (θ / 2) * levelCharacter J θ| := by
        rw [abs_mul, abs_of_pos hs, mul_comm]
    _ = |Real.sin (((J : ℝ) + 1 / 2) * θ)| := by rw [sin_half_mul_levelCharacter]
    _ ≤ 1 := Real.abs_sin_le_one _
```

If a second element $g$ had angle $0$ or $2\pi$, its character would also be $2J+1$ and the limit would gain $s(g)^*/|G|$. Reflections and inversion are not covered, since their characters also depend on parity.

Nothing else is asked of the angles. They need not come from an actual embedding of $G$ in the rotation group, although $n(J)$ has its usual meaning as a multiplicity only when they do and $s$ is an irreducible character.

## The group is finite

Finiteness gives the average its denominator and makes $B$ a finite constant. Separating the identity term gives

$$\left|n(J)-\frac{(2J+1)s(1)^*}{|G|}\right|
=\frac1{|G|}\left|\sum_{g\ne1}s(g)^*\chi_J(\theta(g))\right|\le\frac{B}{|G|}.$$

In an infinite group the angles could accumulate at zero, and this uniform bound could fail.

Two small lemmas supply the norm of $2J+1$ and the fact that it is nonzero. In `norm_reduction_sub_le`, `split` removes the identity term, and the triangle inequality with the character bound handles the rest.

```lean
private lemma norm_degeneracy (J : ℕ) : ‖(2 * (J : ℂ) + 1)‖ = 2 * (J : ℝ) + 1 := by
  have e : (2 * (J : ℂ) + 1) = ((2 * J + 1 : ℕ) : ℂ) := by simp
  rw [e, Complex.norm_natCast]
  simp

private lemma degeneracy_ne_zero (J : ℕ) : (2 * (J : ℂ) + 1) ≠ 0 :=
  norm_pos_iff.mp (by rw [norm_degeneracy]; positivity)

section Group

variable {G : Type*} [Group G] [Fintype G] [DecidableEq G] {θ : G → ℝ}

/-- The reduction formula differs from its identity term by an amount bounded
uniformly in `J`. -/
theorem norm_reduction_sub_le (h : IsRotationAngle θ) (s : G → ℂ) (J : ℕ) :
    ‖reduction θ s J - (2 * (J : ℂ) + 1) * conj (s 1) / (Fintype.card G : ℂ)‖
      ≤ rotationBound θ s / Fintype.card G := by
  -- the identity term cancels
  have split : reduction θ s J - (2 * (J : ℂ) + 1) * conj (s 1) / (Fintype.card G : ℂ) =
      (∑ g ∈ Finset.univ.erase (1 : G), conj (s g) * (levelCharacter J (θ g) : ℂ))
        / (Fintype.card G : ℂ) := by
    unfold reduction
    rw [← Finset.add_sum_erase _ _ (Finset.mem_univ (1 : G)), h.one, levelCharacter_zero]
    push_cast
    ring
  rw [split, norm_div, Complex.norm_natCast]
  unfold rotationBound
  refine div_le_div_of_nonneg_right ?_ (Nat.cast_nonneg _)
  refine (norm_sum_le _ _).trans (Finset.sum_le_sum fun g hg => ?_)
  have hg1 := Finset.ne_of_mem_erase hg
  rw [norm_mul, RCLike.norm_conj, Complex.norm_real, Real.norm_eq_abs,
    div_eq_mul_one_div ‖s g‖]
  exact mul_le_mul_of_nonneg_left
    (abs_levelCharacter_le J (h.pos g hg1) (h.le_pi g hg1)) (norm_nonneg _)
```

Dividing by $2J+1$ gives an error of at most $B/(|G|(2J+1))$. This tends to zero, and `squeeze_zero` turns the estimate into the limit.

```lean
/-- Per state of the level, the reduction formula approaches `conj (s 1) / |G|` with an
error of at most a constant over `2J + 1`. -/
theorem reduction_rate (h : IsRotationAngle θ) (s : G → ℂ) (J : ℕ) :
    ‖reduction θ s J / (2 * (J : ℂ) + 1) - conj (s 1) / (Fintype.card G : ℂ)‖
      ≤ rotationBound θ s / Fintype.card G / (2 * (J : ℝ) + 1) := by
  have e : reduction θ s J / (2 * (J : ℂ) + 1) - conj (s 1) / (Fintype.card G : ℂ) =
      (reduction θ s J - (2 * (J : ℂ) + 1) * conj (s 1) / (Fintype.card G : ℂ))
        / (2 * (J : ℂ) + 1) := by
    rw [sub_div, mul_div_assoc, mul_div_cancel_left₀ _ (degeneracy_ne_zero J)]
  rw [e, norm_div, norm_degeneracy]
  exact div_le_div_of_nonneg_right (norm_reduction_sub_le h s J) (by positivity)

/-- As `J` tends to infinity, the reduction formula divided by the degeneracy `2J + 1`
tends to `conj (s 1) / |G|`. -/
theorem tendsto_reduction (h : IsRotationAngle θ) (s : G → ℂ) :
    Tendsto (fun J : ℕ => reduction θ s J / (2 * (J : ℂ) + 1)) atTop
      (𝓝 (conj (s 1) / (Fintype.card G : ℂ))) := by
  have hJ : Tendsto (fun J : ℕ => 2 * (J : ℝ) + 1) atTop atTop :=
    tendsto_atTop_mono (fun J => by linarith [Nat.cast_nonneg (α := ℝ) J])
      tendsto_natCast_atTop_atTop
  rw [tendsto_iff_norm_sub_tendsto_zero]
  exact squeeze_zero (fun _ => norm_nonneg _) (reduction_rate h s) (hJ.const_div_atTop _)
```

## The weights are free until a representation is chosen

The limit holds for any complex weights. If $s$ is the character of a representation on $V$, then $s(1)$ is the trace of the identity, $\dim V$, and the limit is $\dim V/|G|$. Finite dimension is assumed here so that this trace is the dimension.

```lean
/-- With the character of a finite-dimensional representation `V` as weight, the limit is
`dim V / |G|`. -/
theorem tendsto_reduction_character (h : IsRotationAngle θ) {V : Type*} [AddCommGroup V]
    [Module ℂ V] [FiniteDimensional ℂ V] (ρ : Representation ℂ G V) :
    Tendsto (fun J : ℕ =>
        reduction θ (fun g => LinearMap.trace ℂ V (ρ g)) J / (2 * (J : ℂ) + 1)) atTop
      (𝓝 ((Module.finrank ℂ V : ℂ) / (Fintype.card G : ℂ))) := by
  have e : conj (LinearMap.trace ℂ V (ρ 1)) = (Module.finrank ℂ V : ℂ) := by
    rw [map_one, LinearMap.trace_one]
    simp
  rw [← e]
  exact tendsto_reduction h (fun g => LinearMap.trace ℂ V (ρ g))
```

If $n(J)=0$, the estimate above forces $(2J+1)|s(1)|\le B$. A larger left-hand side therefore guarantees $n(J)\ne0$. The condition can be met only when $s(1)\ne0$.

```lean
/-- The reduction formula is nonzero as soon as `(2J + 1) ‖s 1‖` exceeds the rotation bound. -/
theorem reduction_ne_zero (h : IsRotationAngle θ) (s : G → ℂ) (J : ℕ)
    (hJ : rotationBound θ s < (2 * (J : ℝ) + 1) * ‖s 1‖) : reduction θ s J ≠ 0 := by
  intro h0
  have hb := norm_reduction_sub_le h s J
  rw [h0, zero_sub, norm_neg, norm_div, norm_mul, RCLike.norm_conj, norm_degeneracy,
    Complex.norm_natCast] at hb
  have hc : (0 : ℝ) < Fintype.card G := Nat.cast_pos.mpr Fintype.card_pos
  exact not_le_of_gt hJ ((div_le_div_iff_of_pos_right hc).mp hb)

end Group
```

Take $D_3$, with the identity, two rotations by $2\pi/3$ and three half turns. At $J=3$ their characters are $7$, $1$ and $-1$, so

$$n_{A_1}=\frac{7+2-3}{6}=1,\quad n_{A_2}=\frac{7+2+3}{6}=2,\quad n_E=\frac{14-2}{6}=2.$$

The dimensions add up to $1+2+4=7$. For $A_2$, $B=4/\sqrt3+3\approx5.31$, so the type must occur from $J=3$ on; at $J=2$ it is absent. Its share per state at $J=3$ is $2/7$, which differs from $1/6$ by $0.119$, within the bound of $0.126$.

## A half turn attains the bound

The group $\{1,-1\}$, with $-1$ as a half turn, satisfies the angle conditions. Since $\chi_J(\pi)=(-1)^J$, unit weights give

$$n(J)=\frac{2J+1+(-1)^J}{2}.$$

The distance of $n(J)/(2J+1)$ from $1/2$ is exactly $1/(2(2J+1))$. Here $B=1$ and $|G|=2$, so this equals the general bound at every $J$. The proof evaluates the two-term sum using the closed form at $\pi$, then takes the norm of the remainder.

```lean
/-- Angles of the two-element group `{1, -1}` whose second element is a half turn. -/
def halfTurn (g : ℤˣ) : ℝ := if g = 1 then 0 else Real.pi

/-- The half-turn group satisfies the conditions on rotation angles. -/
theorem halfTurn_witness : IsRotationAngle halfTurn where
  one := if_pos rfl
  pos g hg := by simp [halfTurn, hg, Real.pi_pos]
  le_pi g hg := by simp [halfTurn, hg]

/-- For the half-turn group with unit weights the reduction formula gives
`(2J + 1 + (-1)^J) / 2`. -/
theorem reduction_halfTurn (J : ℕ) :
    reduction halfTurn (fun _ => 1) J = (2 * (J : ℂ) + 1 + (-1) ^ J) / 2 := by
  have hπ : levelCharacter J Real.pi = (-1) ^ J := by
    have h := sin_half_mul_levelCharacter J Real.pi
    rw [Real.sin_pi_div_two, one_mul] at h
    rw [h, show ((J : ℝ) + 1 / 2) * Real.pi = J * Real.pi + Real.pi / 2 by ring,
      Real.sin_add_pi_div_two, Real.cos_nat_mul_pi]
  have hu : (Finset.univ : Finset ℤˣ) = {1, -1} := by decide
  have a1 : halfTurn 1 = 0 := if_pos rfl
  have a2 : halfTurn (-1) = Real.pi := if_neg (by decide)
  unfold reduction
  rw [hu, Finset.sum_pair (by decide), Fintype.card_units_int, a1, a2,
    levelCharacter_zero, hπ]
  simp

/-- For the half-turn group with unit weights the distance from the limit `1/2` is exactly
`(1/2) / (2J + 1)`. -/
theorem halfTurn_rate_sharp (J : ℕ) :
    ‖reduction halfTurn (fun _ => 1) J / (2 * (J : ℂ) + 1) - 1 / 2‖
      = 1 / 2 / (2 * (J : ℝ) + 1) := by
  have e : (2 * (J : ℂ) + 1 + (-1) ^ J) / 2 / (2 * (J : ℂ) + 1) - 1 / 2 =
      (-1) ^ J / 2 / (2 * (J : ℂ) + 1) := by
    linear_combination (1 / 2) * div_self (degeneracy_ne_zero J)
  rw [reduction_halfTurn, e, norm_div, norm_div, norm_pow, norm_neg, norm_one, one_pow,
    norm_degeneracy]
  norm_num

end

end PointGroupLevelSplitting
```

```lean
#print axioms PointGroupLevelSplitting.tendsto_reduction
#print axioms PointGroupLevelSplitting.tendsto_reduction_character
#print axioms PointGroupLevelSplitting.reduction_ne_zero
#print axioms PointGroupLevelSplitting.halfTurn_rate_sharp
```

```
'PointGroupLevelSplitting.tendsto_reduction' depends on axioms: [propext, Classical.choice, Quot.sound]
'PointGroupLevelSplitting.tendsto_reduction_character' depends on axioms: [propext, Classical.choice, Quot.sound]
'PointGroupLevelSplitting.reduction_ne_zero' depends on axioms: [propext, Classical.choice, Quot.sound]
'PointGroupLevelSplitting.halfTurn_rate_sharp' depends on axioms: [propext, Classical.choice, Quot.sound]
```
